# Ground-state ensemble averages fill the interval between extreme compressed eigenvalues

Two correct energy minimisations can return the same ground energy and different dipole moments. If the lowest level is degenerate, the energy does not select one density matrix, and a property read off the returned minimiser may be an accident of the optimiser. The range of possible values can be computed.

Let $H$ and $O$ be Hermitian on $\mathbb C^n$, $n\ge1$. Let $E_0$ be the least eigenvalue of $H$, $K$ its eigenspace and $P$ the projector onto $K$. Write $a$ and $b$ for the least and greatest eigenvalues of $POP$ acting on $K$. Over density matrices $\rho$ minimising $\mathrm{Tr}(H\rho)$, the values $\mathrm{Tr}(O\rho)$ form exactly $[a,b]$.

## From the energy minimum to the interval

The unit sphere of $K$ is compact, so $\langle x,Ox\rangle$ has a minimum $m$ there, at some $x$. By scaling, $A=O-m$ satisfies $\langle y,Ay\rangle\ge0$ on $K$, and $\langle x,Ax\rangle=0$. For $y\in K$ put $\beta=\langle y,Ax\rangle$ and $p=\langle y,Ay\rangle$. For real $r$,
$$0\le\langle rx-\beta y,A(rx-\beta y)\rangle=|\beta|^2(p-2r).$$
Choosing $r=p+1$ gives $-|\beta|^2(p+2)\ge0$, so $\beta=0$. Hence $POx=mx$. Any other compressed eigenvalue $\mu$, with eigenvector $v$, has $\mu\|v\|^2=\langle v,Ov\rangle\ge m\|v\|^2$, so $m=a$. The same argument for $-O$ gives $b$, attained at a unit vector $z\in K$.

Applied to $H$ on the whole space, it gives $\langle y,Hy\rangle\ge E_0\|y\|^2$, with equality exactly for $y\in K$.

Now diagonalise $\rho=\sum_k p_k|u_k\rangle\langle u_k|$ and set $v_k=\sqrt{p_k}\,u_k$. Then $\sum_k\|v_k\|^2=1$ and
$$\mathrm{Tr}(H\rho)-E_0=\sum_k\left(\langle v_k,Hv_k\rangle-E_0\|v_k\|^2\right)\ge0.$$
A pure ground state attains zero, so for a minimiser every term vanishes and every $v_k$ lies in $K$. Summing $a\|v_k\|^2\le\langle v_k,Ov_k\rangle\le b\|v_k\|^2$ gives $a\le\mathrm{Tr}(O\rho)\le b$.

Conversely, write $t\in[a,b]$ as $t=ca+db$ with $c,d\ge0$ and $c+d=1$. The mixture $c|x\rangle\langle x|+d|z\rangle\langle z|$ has energy $E_0$ and average $t$.

If $K$ is spanned by one unit vector $u$, as always when $n=1$, the interval is the point $\langle u,Ou\rangle$.

## States, averages and the ground space in Lean

The index type `n` labels a finite basis.

```lean
import Mathlib

open Matrix
open scoped ComplexOrder

namespace GroundEnsemble

noncomputable section

variable {n : Type*} [Fintype n] [DecidableEq n]
  {H O : Matrix n n ℂ} {K : Submodule ℂ (n → ℂ)}
```

Vectors are unnormalised, so `expect 1 x` is $\|x\|^2$. Taking real parts loses nothing for Hermitian operators.

```lean
/-- The real part of `⟨x, A x⟩`, for a vector `x` that need not be normalised. -/
def expect (A : Matrix n n ℂ) (x : n → ℂ) : ℝ := (star x ⬝ᵥ A *ᵥ x).re

/-- The real part of the ensemble average `Tr(A ρ)`. -/
def average (A ρ : Matrix n n ℂ) : ℝ := (A * ρ).trace.re

/-- A density matrix is positive semidefinite and has trace one. -/
def IsDensity (ρ : Matrix n n ℂ) : Prop := ρ.PosSemidef ∧ ρ.trace = 1
```

A minimiser competes with every density matrix, mixed or pure.

```lean
/-- A density matrix whose energy is minimal among all density matrices. -/
def IsMinimiser (H ρ : Matrix n n ℂ) : Prop :=
  IsDensity ρ ∧ ∀ σ, IsDensity σ → average H ρ ≤ average H σ
```

The ground energy is defined as an infimum; `variational` below shows that it is an eigenvalue.

```lean
/-- The infimum of the real eigenvalues of `H`, meant for Hermitian `H` of size at least one. -/
def groundEnergy (H : Matrix n n ℂ) : ℝ :=
  sInf {μ : ℝ | Module.End.HasEigenvalue (toLin' H) (μ : ℂ)}

/-- The eigenspace of `H` at the ground energy. -/
def groundSpace (H : Matrix n n ℂ) : Submodule ℂ (n → ℂ) :=
  Module.End.eigenspace (toLin' H) (groundEnergy H : ℂ)
```

The next definition states $POx=\mu x$ by testing against vectors of $K$. Demanding $Ox=\mu x$ instead would be a mistake: if $K$ is spanned by $(1,0)$ and $O$ swaps the two coordinates, $K$ contains no eigenvector of $O$, yet the compressed eigenvalue is $0$.

```lean
/-- `μ` is an eigenvalue of `O` compressed to `K`: some nonzero `x` in `K` has
`⟨y, O x⟩ = μ ⟨y, x⟩` for all `y` in `K`. -/
def IsCompressedEigenvalue (K : Submodule ℂ (n → ℂ)) (O : Matrix n n ℂ) (μ : ℝ) : Prop :=
  ∃ x ∈ K, x ≠ 0 ∧ ∀ y ∈ K, star y ⬝ᵥ O *ᵥ x = μ * (star y ⬝ᵥ x)
```

## Extremal vectors and the variational principle

Two facts about the norm come first.

```lean
/-- The expectation of the identity is the squared norm of the vector. -/
theorem expect_one (x : n → ℂ) : expect 1 x = ∑ i, ‖x i‖ ^ 2 := by
  simp only [expect, one_mulVec, dotProduct, Complex.re_sum, Pi.star_apply]
  refine Finset.sum_congr rfl fun i _ => ?_
  rw [Complex.sq_norm, Complex.normSq_apply]
  simp [Complex.mul_re]

/-- A nonzero vector has positive squared norm. -/
theorem expect_one_pos {x : n → ℂ} (hx : x ≠ 0) : 0 < expect 1 x := by
  obtain ⟨i, hi⟩ := Function.ne_iff.mp hx
  have h : 0 < ‖x i‖ := norm_pos_iff.mpr hi
  rw [expect_one]
  exact Finset.sum_pos' (fun _ _ => by positivity) ⟨i, Finset.mem_univ i, by positivity⟩
```

In `stationary`, `hexp` is the expansion in $r$ above, and the choice $r=p+1$ enters through `hz`.

```lean
/-- If `a` bounds the Rayleigh quotient of a Hermitian `O` on `K` from below, a vector of `K`
that attains the bound solves the compressed eigenvalue equation. -/
theorem stationary (hO : O.IsHermitian) {a : ℝ}
    (hb : ∀ y ∈ K, a * expect 1 y ≤ expect O y) {x : n → ℂ} (hx : x ∈ K)
    (h : expect O x = a * expect 1 x) :
    ∀ y ∈ K, star y ⬝ᵥ O *ᵥ x = a * (star y ⬝ᵥ x) := by
  intro y hy
  obtain ⟨A, hAd⟩ : ∃ A, A = O - (a : ℂ) • (1 : Matrix n n ℂ) := ⟨_, rfl⟩
  have hA : A.IsHermitian := by
    rw [hAd]
    exact hO.sub (by simp [Matrix.IsHermitian, conjTranspose_smul])
  have sh : ∀ w, expect A w = expect O w - a * expect 1 w := fun w => by
    simp [hAd, expect, sub_mulVec, smul_mulVec, dotProduct_sub, dotProduct_smul]
  have swap : star x ⬝ᵥ A *ᵥ y = star (star y ⬝ᵥ A *ᵥ x) := by
    simp only [dotProduct, mulVec, Finset.mul_sum, star_sum, star_mul', Pi.star_apply, star_star]
    rw [Finset.sum_comm]
    refine Finset.sum_congr rfl fun i _ => Finset.sum_congr rfl fun j _ => ?_
    rw [← hA.apply j i]
    ring
  -- expand the form at a trial vector displaced from `x` along `y`
  have hexp : ∀ r : ℝ, expect A ((r : ℂ) • x - (star y ⬝ᵥ A *ᵥ x) • y) = r ^ 2 * expect A x
      - 2 * r * Complex.normSq (star y ⬝ᵥ A *ᵥ x)
      + Complex.normSq (star y ⬝ᵥ A *ᵥ x) * expect A y := by
    intro r
    simp only [expect, star_sub, star_smul, mulVec_sub, mulVec_smul, sub_dotProduct,
      dotProduct_sub, smul_dotProduct, dotProduct_smul, smul_eq_mul]
    rw [swap]
    generalize star y ⬝ᵥ A *ᵥ x = b
    simp only [Complex.star_def, Complex.sub_re, Complex.sub_im, Complex.mul_re, Complex.mul_im,
      Complex.conj_re, Complex.conj_im, Complex.ofReal_re, Complex.ofReal_im,
      Complex.normSq_apply]
    ring
  have hp : 0 ≤ expect A y := by rw [sh]; linarith [hb y hy]
  have hz := hb _ (K.sub_mem (K.smul_mem ((expect A y + 1 : ℝ) : ℂ) hx)
    (K.smul_mem (star y ⬝ᵥ A *ᵥ x) hy))
  rw [← sub_nonneg, ← sh, hexp, sh x, h, sub_self] at hz
  have hN := Complex.normSq_nonneg (star y ⬝ᵥ A *ᵥ x)
  have h0 := Complex.normSq_eq_zero.1 (le_antisymm (by nlinarith [mul_nonneg hN hp]) hN)
  rw [hAd, sub_mulVec, smul_mulVec, one_mulVec, dotProduct_sub, dotProduct_smul] at h0
  exact sub_eq_zero.1 h0
```

Compactness is `hc`; `unit` and `scale` carry the bound from the sphere to all of $K$.

```lean
/-- On a nonzero subspace, a Hermitian `O` has a least compressed eigenvalue; it is the expectation
in a unit vector of the subspace and bounds the Rayleigh quotient there from below. -/
theorem exists_lowest (hO : O.IsHermitian) (hK : K ≠ ⊥) :
    ∃ x ∈ K, expect 1 x = 1 ∧ IsLeast {μ | IsCompressedEigenvalue K O μ} (expect O x) ∧
      ∀ y ∈ K, expect O x * expect 1 y ≤ expect O y := by
  have cont : ∀ A : Matrix n n ℂ, Continuous fun x => expect A x := fun A => by
    simp only [expect, dotProduct, mulVec, Pi.star_apply]
    fun_prop
  have unit : ∀ y : n → ℂ, y ≠ 0 → ∃ r : ℝ, r ^ 2 * expect 1 y = 1 := fun y hy =>
    ⟨(√(expect 1 y))⁻¹, by
      rw [inv_pow, Real.sq_sqrt (expect_one_pos hy).le, inv_mul_cancel₀ (expect_one_pos hy).ne']⟩
  have scale : ∀ (A : Matrix n n ℂ) (r : ℝ) y, expect A ((r : ℂ) • y) = r ^ 2 * expect A y := by
    intro A r y
    simp [expect, mulVec_smul, smul_dotProduct, dotProduct_smul]
    ring
  -- the unit sphere of `K` is compact, so the expectation has a minimum there
  have hc : IsCompact ((K : Set (n → ℂ)) ∩ {y | expect 1 y = 1}) := by
    refine Metric.isCompact_of_isClosed_isBounded
      ((Submodule.closed_of_finiteDimensional K).inter (isClosed_eq (cont 1) continuous_const))
      ((Metric.isBounded_closedBall (x := 0) (r := 1)).subset fun y hy => ?_)
    rw [mem_closedBall_zero_iff, pi_norm_le_iff_of_nonneg zero_le_one]
    intro i
    have h1 : ∑ i, ‖y i‖ ^ 2 = 1 := (expect_one y).symm.trans hy.2
    have h2 := Finset.single_le_sum (f := fun i => ‖y i‖ ^ 2)
      (fun _ _ => by positivity) (Finset.mem_univ i)
    simp only [h1] at h2
    nlinarith
  obtain ⟨w, hw, hw0⟩ := Submodule.exists_mem_ne_zero_of_ne_bot hK
  obtain ⟨r, hr⟩ := unit w hw0
  obtain ⟨x, hx, hmin⟩ := hc.exists_isMinOn
    ⟨(r : ℂ) • w, K.smul_mem _ hw, (scale 1 r w).trans hr⟩ (cont O).continuousOn
  have hx1 : expect 1 x = 1 := hx.2
  have hb : ∀ y ∈ K, expect O x * expect 1 y ≤ expect O y := by
    intro y hy
    by_cases h0 : y = 0
    · simp [h0, expect]
    obtain ⟨s, hs⟩ := unit y h0
    have h : expect O x ≤ expect O ((s : ℂ) • y) :=
      hmin ⟨K.smul_mem _ hy, (scale 1 s y).trans hs⟩
    rw [scale] at h
    calc _ ≤ s ^ 2 * expect O y * expect 1 y :=
          mul_le_mul_of_nonneg_right h (expect_one_pos h0).le
      _ = _ := by linear_combination expect O y * hs
  refine ⟨x, hx.1, hx1, ⟨⟨x, hx.1, ?_, stationary hO hb hx.1 (by rw [hx1, mul_one])⟩, ?_⟩, hb⟩
  · rintro rfl
    simp [expect] at hx1
  · rintro μ ⟨v, hv, hv0, h⟩
    have e : expect O v = μ * expect 1 v := by simp [expect, h v hv]
    exact le_of_mul_le_mul_right ((hb v hv).trans_eq e) (expect_one_pos hv0)
```

For the whole space, `top` tests stationarity against $Hx-E_0x$ itself, which must therefore vanish.

```lean
/-- Variational principle: for Hermitian `H` of size at least one, the ground energy is the least
eigenvalue and bounds the Rayleigh quotient from below, with equality exactly on the ground space.
-/
theorem variational [Nonempty n] (hH : H.IsHermitian) :
    IsLeast {μ : ℝ | Module.End.HasEigenvalue (toLin' H) (μ : ℂ)} (groundEnergy H) ∧
    ∀ y, groundEnergy H * expect 1 y ≤ expect H y ∧
      (expect H y = groundEnergy H * expect 1 y ↔ y ∈ groundSpace H) := by
  have top : ∀ a : ℝ, (∀ y, a * expect 1 y ≤ expect H y) → ∀ x,
      expect H x = a * expect 1 x → H *ᵥ x = (a : ℂ) • x := by
    intro a hb x hx
    by_contra hne
    have h := stationary hH (K := ⊤) (fun y _ => hb y) Submodule.mem_top hx
      (H *ᵥ x - (a : ℂ) • x) Submodule.mem_top
    have hp := expect_one_pos (sub_ne_zero.2 hne)
    rw [expect, one_mulVec, dotProduct_sub, h, dotProduct_smul, smul_eq_mul, sub_self,
      Complex.zero_re] at hp
    exact lt_irrefl _ hp
  have eig : ∀ (μ : ℝ) v, H *ᵥ v = (μ : ℂ) • v → expect H v = μ * expect 1 v := by
    intro μ v e
    simp [expect, e, dotProduct_smul]
  obtain ⟨x, -, hx1, -, hb⟩ := exists_lowest hH (K := ⊤) top_ne_bot
  have hb' : ∀ y, expect H x * expect 1 y ≤ expect H y := fun y => hb y Submodule.mem_top
  have hx0 : x ≠ 0 := by
    rintro rfl
    simp [expect] at hx1
  have hl : IsLeast {μ : ℝ | Module.End.HasEigenvalue (toLin' H) (μ : ℂ)} (expect H x) := by
    refine ⟨Module.End.hasEigenvalue_of_hasEigenvector (x := x)
      ⟨Module.End.mem_eigenspace_iff.2 ?_, hx0⟩, fun μ hμ => ?_⟩
    · rw [toLin'_apply]
      exact top _ hb' x (by rw [hx1, mul_one])
    · obtain ⟨v, hv⟩ := Module.End.HasEigenvalue.exists_hasEigenvector hμ
      have e := hv.apply_eq_smul
      rw [toLin'_apply] at e
      exact le_of_mul_le_mul_right ((hb' v).trans_eq (eig μ v e)) (expect_one_pos hv.2)
  have hg : groundEnergy H = expect H x := hl.csInf_eq
  have hE : ∀ y, groundEnergy H * expect 1 y ≤ expect H y := by rw [hg]; exact hb'
  refine ⟨by rw [hg]; exact hl, fun y => ⟨hE y, fun h => ?_, fun h => ?_⟩⟩
  · exact Module.End.mem_eigenspace_iff.2 (by rw [toLin'_apply]; exact top _ hE y h)
  · have e := Module.End.mem_eigenspace_iff.1 h
    rw [toLin'_apply] at e
    exact eig _ y e
```

## Mixtures and the attained values

The trace is evaluated in the eigenbasis of $\rho$, and the square roots of its eigenvalues are absorbed into the vectors.

```lean
/-- Averages in a positive semidefinite `ρ` are sums of expectations in unnormalised vectors, the
same vectors for every matrix `A` that is averaged. -/
theorem exists_decomposition {ρ : Matrix n n ℂ} (hρ : ρ.PosSemidef) :
    ∃ v : n → n → ℂ, ∀ A, average A ρ = ∑ k, expect A (v k) := by
  have hl := hρ.eigenvalues_nonneg
  obtain ⟨b, hb⟩ : ∃ b : OrthonormalBasis n ℂ (EuclideanSpace ℂ n), ∀ k,
      ρ *ᵥ (b k).ofLp = hρ.isHermitian.eigenvalues k • (b k).ofLp :=
    ⟨hρ.isHermitian.eigenvectorBasis, fun k => hρ.isHermitian.mulVec_eigenvectorBasis k⟩
  obtain ⟨U, hUd⟩ : ∃ U : Matrix n n ℂ, ∀ i k, U i k = (b k).ofLp i :=
    ⟨fun i k => (b k).ofLp i, fun _ _ => rfl⟩
  have hU : Uᴴ * U = 1 := by
    ext i j
    rw [one_apply]
    refine Eq.trans ?_ (orthonormal_iff_ite.mp b.orthonormal i j)
    rw [PiLp.inner_apply, mul_apply]
    refine Finset.sum_congr rfl fun k _ => ?_
    simp [hUd, RCLike.inner_apply, mul_comm]
  -- evaluate the trace in the eigenbasis of `ρ`
  have tr : ∀ M : Matrix n n ℂ, M.trace = ∑ k, star (b k).ofLp ⬝ᵥ M *ᵥ (b k).ofLp := by
    intro M
    have h : M.trace = (Uᴴ * (M * U)).trace := by
      rw [trace_mul_comm, Matrix.mul_assoc, mul_eq_one_comm.1 hU, Matrix.mul_one]
    rw [h]
    simp only [trace, diag_apply, mul_apply, conjTranspose_apply, hUd, dotProduct, mulVec,
      Pi.star_apply]
  refine ⟨fun k => ((√(hρ.isHermitian.eigenvalues k) : ℝ) : ℂ) • (b k).ofLp, fun A => ?_⟩
  rw [average, tr, Complex.re_sum]
  refine Finset.sum_congr rfl fun k _ => ?_
  rw [← mulVec_mulVec, hb, mulVec_smul, dotProduct_smul, Complex.smul_re, smul_eq_mul]
  simp only [expect, star_smul, mulVec_smul, smul_dotProduct, dotProduct_smul, smul_eq_mul,
    Complex.star_def, Complex.conj_ofReal, Complex.re_ofReal_mul]
  rw [← mul_assoc, Real.mul_self_sqrt (hl k)]

/-- The projector on a unit vector is a density matrix, and its averages are the expectations
in that vector. -/
theorem pure_state {x : n → ℂ} (hx : expect 1 x = 1) :
    IsDensity (vecMulVec x (star x)) ∧ ∀ A, average A (vecMulVec x (star x)) = expect A x := by
  refine ⟨⟨posSemidef_vecMulVec_self_star x, ?_⟩, fun A => ?_⟩
  · have h : (vecMulVec x (star x)).trace = ((∑ i, ‖x i‖ ^ 2 : ℝ) : ℂ) := by
      simp only [trace, diag_apply, vecMulVec_apply, Pi.star_apply, Complex.star_def,
        Complex.mul_conj, Complex.normSq_eq_norm_sq, Complex.ofReal_sum]
    rw [h, ← expect_one, hx, Complex.ofReal_one]
  · simp only [average, expect, trace, diag_apply, mul_apply, vecMulVec_apply, dotProduct,
      mulVec, Finset.mul_sum]
    congr 1
    refine Finset.sum_congr rfl fun i _ => Finset.sum_congr rfl fun j _ => ?_
    ring
```

The decomposition bounds every energy from below by $E_0$, and a pure ground state attains it.

```lean
/-- For Hermitian `H`, the minimisers are the density matrices whose energy is the ground
energy. -/
theorem isMinimiser_iff [Nonempty n] (hH : H.IsHermitian) {ρ : Matrix n n ℂ} :
    IsMinimiser H ρ ↔ IsDensity ρ ∧ average H ρ = groundEnergy H := by
  have low : ∀ σ, IsDensity σ → groundEnergy H ≤ average H σ := by
    intro σ hσ
    obtain ⟨v, hv⟩ := exists_decomposition hσ.1
    have h1 : ∑ k, expect 1 (v k) = 1 := by rw [← hv]; simp [average, hσ.2]
    calc groundEnergy H = ∑ k, groundEnergy H * expect 1 (v k) := by
          rw [← Finset.mul_sum, h1, mul_one]
      _ ≤ ∑ k, expect H (v k) := Finset.sum_le_sum fun k _ => ((variational hH).2 (v k)).1
      _ = average H σ := (hv H).symm
  have hK : groundSpace H ≠ ⊥ := (variational hH).1.1
  obtain ⟨x, hx, hx1, -, -⟩ := exists_lowest hH hK
  have hxE := ((variational hH).2 x).2.2 hx
  rw [hx1, mul_one] at hxE
  refine ⟨fun h => ⟨h.1, le_antisymm ?_ (low ρ h.1)⟩, fun h => ⟨h.1, fun σ hσ => ?_⟩⟩
  · rw [← hxE, ← (pure_state hx1).2 H]
    exact h.2 _ (pure_state hx1).1
  · rw [h.2]
    exact low σ hσ
```

The final theorem asserts that $a$ and $b$ exist as the extreme compressed eigenvalues and that the set of averages equals `Set.Icc a b`. In its proof `h0` says that the excess energies sum to zero, `hm` places each component in the ground space, and `segment_eq_Icc` supplies the weights $c,d$.

```lean
/-- For Hermitian `H` and `O` of size at least one, the averages of `O` over all energy-minimising
density matrices fill exactly the closed interval between the least and the greatest eigenvalue of
`O` compressed to the ground space of `H`. -/
theorem minimiser_averages_eq_Icc [Nonempty n] (hH : H.IsHermitian) (hO : O.IsHermitian) :
    ∃ a b : ℝ, IsLeast {μ | IsCompressedEigenvalue (groundSpace H) O μ} a ∧
      IsGreatest {μ | IsCompressedEigenvalue (groundSpace H) O μ} b ∧
      {t | ∃ ρ, IsMinimiser H ρ ∧ average O ρ = t} = Set.Icc a b := by
  have hK : groundSpace H ≠ ⊥ := (variational hH).1.1
  obtain ⟨x, hx, hx1, hxl, hxb⟩ := exists_lowest hO hK
  obtain ⟨z, hz, hz1, hzl, hzb⟩ := exists_lowest hO.neg hK
  have en : ∀ w, expect (-O) w = -expect O w := fun w => by simp [expect, neg_mulVec]
  have hneg : ∀ μ : ℝ, IsCompressedEigenvalue (groundSpace H) (-O) (-μ) ↔
      IsCompressedEigenvalue (groundSpace H) O μ := fun μ => by
    simp [IsCompressedEigenvalue, neg_mulVec]
  refine ⟨expect O x, expect O z, hxl,
    ⟨(hneg _).1 (by rw [← en]; exact hzl.1), fun μ hμ => ?_⟩, ?_⟩
  · have h := hzl.2 ((hneg μ).2 hμ)
    rw [en] at h
    linarith
  ext t
  constructor
  · rintro ⟨ρ, hρ, rfl⟩
    obtain ⟨hd, he⟩ := (isMinimiser_iff hH).1 hρ
    obtain ⟨v, hv⟩ := exists_decomposition hd.1
    have h1 : ∑ k, expect 1 (v k) = 1 := by rw [← hv]; simp [average, hd.2]
    -- no component can have excess energy, so all lie in the ground space
    have h0 : ∑ k, (expect H (v k) - groundEnergy H * expect 1 (v k)) = 0 := by
      rw [Finset.sum_sub_distrib, ← Finset.mul_sum, h1, ← hv, he]
      ring
    have hm : ∀ k, v k ∈ groundSpace H := fun k =>
      ((variational hH).2 (v k)).2.1 (sub_eq_zero.1 ((Finset.sum_eq_zero_iff_of_nonneg
        fun k _ => sub_nonneg.2 ((variational hH).2 (v k)).1).1 h0 k (Finset.mem_univ k)))
    have hs : ∀ c : ℝ, c = ∑ k, c * expect 1 (v k) := fun c => by
      rw [← Finset.mul_sum, h1, mul_one]
    rw [hv O]
    constructor
    · rw [hs (expect O x)]
      exact Finset.sum_le_sum fun k _ => hxb _ (hm k)
    · rw [hs (expect O z)]
      refine Finset.sum_le_sum fun k _ => ?_
      have h := hzb _ (hm k)
      rw [en, en] at h
      linarith
  · rintro ⟨h1, h2⟩
    -- mix the two extremal pure states
    have ht : t ∈ segment ℝ (expect O x) (expect O z) := by
      rw [segment_eq_Icc (h1.trans h2)]
      exact ⟨h1, h2⟩
    obtain ⟨c, d, hc, hd, hcd, rfl⟩ := ht
    obtain ⟨px, ax⟩ := pure_state hx1
    obtain ⟨pz, az⟩ := pure_state hz1
    have av : ∀ A, average A ((c : ℂ) • vecMulVec x (star x) + (d : ℂ) • vecMulVec z (star z))
        = c * expect A x + d * expect A z := by
      intro A
      rw [← ax A, ← az A]
      simp only [average, Matrix.mul_add, Matrix.mul_smul, trace_add, trace_smul, smul_eq_mul,
        Complex.add_re, Complex.re_ofReal_mul]
    refine ⟨_, (isMinimiser_iff hH).2 ⟨⟨(px.1.smul (Complex.zero_le_real.2 hc)).add
      (pz.1.smul (Complex.zero_le_real.2 hd)), ?_⟩, ?_⟩, av O⟩
    · rw [trace_add, trace_smul, trace_smul, px.2, pz.2, smul_eq_mul, smul_eq_mul, mul_one,
        mul_one]
      exact_mod_cast hcd
    · rw [av, ((variational hH).2 x).2.2 hx, ((variational hH).2 z).2.2 hz, hx1, hz1]
      linear_combination groundEnergy H * hcd

end

end GroundEnsemble
```

```lean
#print axioms GroundEnsemble.minimiser_averages_eq_Icc
```

```
'GroundEnsemble.minimiser_averages_eq_Icc' depends on axioms: [propext, Classical.choice, Quot.sound]
```

For electrons in a finite orbital basis, take $\mathbb C^n$ to be the $N$-electron space, with $N\ge2$. If $H$ and $O$ contain at most two-body terms, both averages depend only on the two-body reduced density matrix, so minimisation under exact ensemble $N$-representability leaves the same interval. That contraction from $\rho$ to the two-body matrix is the step the Lean model leaves to the reader.
